# The Coulomb enhancement factor of periodic layers in terms of the decay over one period

Take an infinite stack of identical thin charged layers with period `L` in a uniform medium, with the same charge density in every layer, varying in the plane with wave number `q`. The Coulomb interaction is then larger than that of a single layer by the factor coth(qL/2), which the file takes as a definition, written as cosh(qL/2)/sinh(qL/2). The declaration states that for positive `q` and `L` this equals (1 + e^(−qL))/(1 − e^(−qL)), where e^(−qL) is the factor by which the interaction at wave number `q` decays over one period. It is an identity between two closed forms; the sum over layers is not derived. The proof shows that both denominators are nonzero, cross-multiplies, writes the hyperbolic functions as exponentials, and finishes with the fact that e^(qL/2) and e^(−qL/2) multiply to 1.

In Lean, a first try:

```lean
import Mathlib

open Filter Topology

namespace StackFactorEq

noncomputable section

/-- The Coulomb enhancement factor `coth (q L / 2)` of layers repeated with period `L`,
for `q L ≠ 0`. -/
def stackFactor (L q : ℝ) : ℝ := Real.cosh (q * L / 2) / Real.sinh (q * L / 2)

variable {D r0 c q L : ℝ}

/-- For positive `q` and `L`, the enhancement factor written through the decay `exp (-q L)` of
the interaction over one period. -/
theorem stackFactor_eq (hq : 0 < q) (hL : 0 < L) :
    stackFactor L q = (1 + Real.exp (-(q * L))) / (1 - Real.exp (-(q * L))) := by
  have hx : 0 < q * L := mul_pos hq hL
  have hs : 0 < Real.sinh (q * L / 2) := Real.sinh_pos_iff.2 (by positivity)
  have hx1 : Real.exp (-(q * L)) < 1 := Real.exp_lt_one (by linarith)
  have hb : Real.exp (-(q * L)) = Real.exp (-(q * L / 2)) * Real.exp (-(q * L / 2)) := by
    rw [← Real.exp_add]
    congr 1
    ring
  have hab : Real.exp (q * L / 2) * Real.exp (-(q * L / 2)) = 1 := by
    rw [← Real.exp_add, add_neg_cancel, Real.exp_zero]
  rw [stackFactor, div_eq_div_iff hs.ne' (sub_pos.2 hx1).ne', Real.cosh_eq, Real.sinh_eq, hb]
  linear_combination (-Real.exp (-(q * L / 2))) * hab

end

end StackFactorEq
```

The compiler's answer:

```
Main.lean:21:40: error(lean.unknownIdentifier): Unknown constant `Real.exp_lt_one`
```

Cause. The message says that Lean knows no constant called `Real.exp_lt_one`. The attempt used that name as a lemma that would take a proof that the exponent is negative and return the bound `Real.exp (-(q * L)) < 1`. The bound itself is true, since `hx` gives `0 < q * L`; only the lemma cited for it is missing.

The repair cites `Real.exp_lt_one_iff`, an equivalence between the exponential being less than 1 and its exponent being negative. Its direction `.2` goes from the negative exponent to the bound, so `linarith` is left to prove `-(q * L) < 0`, which follows from `hx`. This establishes `hx1`, which the proof later uses to show that the denominator `1 - Real.exp (-(q * L))` is nonzero. The rest of the proof is unchanged.

The repair, with which the file compiles:

```diff
@@ -19,5 +19,5 @@
   have hx : 0 < q * L := mul_pos hq hL
   have hs : 0 < Real.sinh (q * L / 2) := Real.sinh_pos_iff.2 (by positivity)
-  have hx1 : Real.exp (-(q * L)) < 1 := Real.exp_lt_one (by linarith)
+  have hx1 : Real.exp (-(q * L)) < 1 := Real.exp_lt_one_iff.2 (by linarith)
   have hb : Real.exp (-(q * L)) = Real.exp (-(q * L / 2)) * Real.exp (-(q * L / 2)) := by
     rw [← Real.exp_add]
```
